# The mean thermal energy of a nondegenerate Kane band lies between the parabolic and linear-dispersion values

If the parabolic-band formula for the mean thermal energy, $\tfrac32kT$, is applied to nondegenerate electrons in a Kane band with positive nonparabolicity, it gives too small an energy. A carrier temperature inferred from a known mean energy then comes out too high. The problems below bound this error for Boltzmann statistics in a single isotropic Kane band.

Let $e$ be the energy above the band edge, $p$ the crystal momentum measured from the band edge, $m$ the band-edge mass and $a$ the nonparabolicity, an inverse energy. The band obeys $p^2/2m=\gamma(e)=e(1+ae)$.

```lean
import Mathlib

open MeasureTheory Set Filter Topology

namespace KaneBand

noncomputable section

/-- The Kane function `γ(e) = e (1 + a e)`, equal to `p² / 2m` in a band with
nonparabolicity `a`. -/
def kane (a e : ℝ) : ℝ := e * (1 + a * e)
```

In three dimensions the number of states is proportional to $p^2\,dp\propto\sqrt{\gamma}\,(1+2ae)\,de$. With the Boltzmann factor this gives the weight $w(e)=\sqrt{\gamma}\,(1+2ae)\exp(-e/kT)$. Here $k$ is Boltzmann's constant and $T$ the carrier temperature; in Lean `kT` is a single real variable.

```lean
/-- Density of states of the Kane band, up to a constant factor, times the Boltzmann factor (for
`a ≥ 0`, `e ≥ 0` and `kT > 0`). -/
def weight (a kT e : ℝ) : ℝ :=
  Real.sqrt (kane a e) * (1 + 2 * a * e) * Real.exp (-e / kT)
```

The weight is a definition: its derivation from momentum space stays outside the Lean model. It also neglects Fermi statistics and lets the band extend to all energies.

Write $Z=\int_0^\infty w\,de$, $\langle f\rangle=Z^{-1}\int_0^\infty f\,w\,de$ and $U=\langle e\rangle$. `Ioi 0` is the half-line $e>0$.

```lean
/-- Thermal mean of `f` over the energies `e > 0` of the band, for `a ≥ 0` and `kT > 0`, provided
that `f` times the weight is integrable there. -/
def thermalMean (a kT : ℝ) (f : ℝ → ℝ) : ℝ :=
  (∫ e in Ioi (0 : ℝ), f e * weight a kT e) / (∫ e in Ioi (0 : ℝ), weight a kT e)

/-- Mean thermal energy of a carrier, for `a ≥ 0` and `kT > 0`. -/
def meanEnergy (a kT : ℝ) : ℝ := thermalMean a kT (fun e => e)
```

The last definition is the function $s(e)=2\gamma/(1+2ae)$; part (b) justifies its Lean name.

```lean
/-- Momentum times group velocity at energy `e`, for `1 + 2 a e ≠ 0`. -/
def momentumVelocity (a e : ℝ) : ℝ := 2 * kane a e / (1 + 2 * a * e)
```

### (a) Slope of the Kane function

Show that $\gamma'(e)=1+2ae$.

Apply the product rule to $e(1+ae)$.

```lean
/-- The Kane function has slope `1 + 2 a e`. -/
theorem kane_hasDerivAt (a e : ℝ) : HasDerivAt (kane a) (1 + 2 * a * e) e := by
  have h := (hasDerivAt_id' e).fun_mul (((hasDerivAt_id' e).const_mul a).const_add 1)
  exact h.congr_deriv (by ring)
```

### (b) Momentum times group velocity

Let $E(p)$ obey the dispersion relation, with $m\neq0$ and derivative $v$ at $p$. Show that $pv\,(1+2aE)=2\gamma(E)$.

Differentiating $p^2=2m\gamma(E(p))$ gives $2p=2m(1+2aE)v$. Multiply by $p$, replace $p^2$ by $2m\gamma$ and cancel $2m$. Hence $pv=s(E)$ wherever $1+2aE\neq0$. Lean equates the two derivatives by uniqueness, and `linear_combination` does the algebra.

```lean
/-- If `E` obeys the Kane dispersion relation `p² = 2m E (1 + a E)` with `m ≠ 0` and has group
velocity `v` at `p`, then `p v (1 + 2 a E) = 2 E (1 + a E)`. -/
theorem momentum_mul_velocity {a m p v : ℝ} {E : ℝ → ℝ} (hm : m ≠ 0)
    (hdisp : ∀ q, q ^ 2 = 2 * m * kane a (E q)) (hE : HasDerivAt E v p) :
    p * v * (1 + 2 * a * E p) = 2 * kane a (E p) := by
  have h1 : HasDerivAt (fun q : ℝ => q ^ 2) (2 * p) p := by
    simpa using hasDerivAt_pow 2 p
  have h2 : HasDerivAt (fun q : ℝ => q ^ 2) (2 * m * ((1 + 2 * a * E p) * v)) p := by
    have hf : (fun q : ℝ => q ^ 2) = fun q => 2 * m * kane a (E q) := funext hdisp
    rw [hf]
    exact ((kane_hasDerivAt a (E p)).comp p hE).const_mul (2 * m)
  have h := h1.unique h2
  apply mul_left_cancel₀ hm
  linear_combination hdisp p - p / 2 * h
```

### (c) Positivity of the weight

For $a\ge0$ and $e>0$, show that $w(e)>0$.

All three factors are positive.

```lean
lemma weight_pos {a e : ℝ} (kT : ℝ) (ha : 0 ≤ a) (he : 0 < e) : 0 < weight a kT e := by
  unfold weight kane
  positivity
```

### (d) Powers against the Boltzmann factor

For $kT>0$ and $n=0,1,2,\dots$, show that $\int_0^\infty e^n\exp(-e/kT)\,de<\infty$.

Since $x^n/n!\le\exp x$ for $x=e/2kT$, the integrand is at most $n!\,(2kT)^n\exp(-e/2kT)$, which is integrable.

```lean
lemma pow_exp_integrable {kT : ℝ} (hT : 0 < kT) (n : ℕ) :
    IntegrableOn (fun e : ℝ => e ^ n * Real.exp (-e / kT)) (Ioi 0) := by
  have hb : 0 < 1 / (2 * kT) := by positivity
  refine Integrable.mono'
    ((exp_neg_integrableOn_Ioi 0 hb).const_mul ((2 * kT) ^ n * (n.factorial : ℝ)))
    (by fun_prop : Continuous fun e : ℝ => e ^ n * Real.exp (-e / kT)).aestronglyMeasurable
    (ae_restrict_of_forall_mem measurableSet_Ioi fun e he => ?_)
  have he' : 0 < e := he
  refine (Real.norm_of_nonneg (by positivity)).trans_le ?_
  have h := Real.pow_div_factorial_le_exp (e / (2 * kT)) (by positivity) n
  rw [div_pow, div_div, div_le_iff₀ (by positivity)] at h
  have hx : Real.exp (-(1 / (2 * kT)) * e)
      = Real.exp (e / (2 * kT)) * Real.exp (-e / kT) := by
    rw [← Real.exp_add]
    congr 1
    ring
  rw [hx]
  have h2 := mul_le_mul_of_nonneg_right h (Real.exp_pos (-e / kT)).le
  linarith
```

### (e) Energy moments

For $a\ge0$ and $kT>0$, show that $\int_0^\infty e^n w\,de<\infty$.

In any fixed energy unit $\sqrt\gamma\le1+\gamma$, and
$$(1+\gamma)(1+2ae)=1+(1+2a)e+3ae^2+2a^2e^3 .$$
Part (d) bounds each term; Lean adds them one at a time.

```lean
/-- Every energy moment of the thermal weight converges, for `a ≥ 0` and `kT > 0`. -/
theorem moment_integrable {a kT : ℝ} (ha : 0 ≤ a) (hT : 0 < kT) (n : ℕ) :
    IntegrableOn (fun e => e ^ n * weight a kT e) (Ioi 0) := by
  have I := pow_exp_integrable hT
  have h1 : IntegrableOn (fun e => e ^ n * Real.exp (-e / kT)
      + (1 + 2 * a) * (e ^ (n + 1) * Real.exp (-e / kT))) (Ioi 0) :=
    Integrable.add (I n) ((I (n + 1)).const_mul (1 + 2 * a))
  have h2 : IntegrableOn (fun e => e ^ n * Real.exp (-e / kT)
      + (1 + 2 * a) * (e ^ (n + 1) * Real.exp (-e / kT))
      + 3 * a * (e ^ (n + 2) * Real.exp (-e / kT))) (Ioi 0) :=
    Integrable.add h1 ((I (n + 2)).const_mul (3 * a))
  have h3 : IntegrableOn (fun e => e ^ n * Real.exp (-e / kT)
      + (1 + 2 * a) * (e ^ (n + 1) * Real.exp (-e / kT))
      + 3 * a * (e ^ (n + 2) * Real.exp (-e / kT))
      + 2 * a ^ 2 * (e ^ (n + 3) * Real.exp (-e / kT))) (Ioi 0) :=
    Integrable.add h2 ((I (n + 3)).const_mul (2 * a ^ 2))
  refine Integrable.mono' h3
    (by unfold weight kane; fun_prop :
      Continuous fun e => e ^ n * weight a kT e).aestronglyMeasurable
    (ae_restrict_of_forall_mem measurableSet_Ioi fun e he => ?_)
  have he' : 0 < e := he
  have hw := weight_pos kT ha he'
  refine (Real.norm_of_nonneg (by positivity)).trans_le ?_
  have hk : 0 ≤ kane a e := by unfold kane; positivity
  -- the square root is dominated by a polynomial
  have hs : Real.sqrt (kane a e) ≤ 1 + kane a e :=
    Real.sqrt_le_iff.mpr ⟨by positivity, by nlinarith⟩
  calc e ^ n * weight a kT e
      ≤ e ^ n * ((1 + kane a e) * (1 + 2 * a * e) * Real.exp (-e / kT)) := by
        unfold weight
        gcongr
    _ = _ := by simp only [kane]; ring
```

### (f) Integral of a positive function

Let $F$ be integrable and positive on $e>0$. Show that $\int_0^\infty F\,de>0$.

A nonnegative function with zero integral vanishes almost everywhere, whereas $F$ vanishes nowhere on the half-line. Lean expresses this through the support of $F$.

```lean
lemma integral_pos_of_pos {F : ℝ → ℝ} (hF : IntegrableOn F (Ioi 0))
    (h : ∀ e, 0 < e → 0 < F e) : 0 < ∫ e in Ioi (0 : ℝ), F e := by
  have h0 : 0 ≤ᵐ[volume.restrict (Ioi (0 : ℝ))] F :=
    ae_restrict_of_forall_mem measurableSet_Ioi fun e he => (h e he).le
  refine (setIntegral_pos_iff_support_of_nonneg_ae h0 hF).mpr ?_
  have hs : Function.support F ∩ Ioi 0 = Ioi 0 :=
    inter_eq_right.mpr fun e he => (h e he).ne'
  rw [hs]
  simp
```

### (g) The two integrals in the mean energy

For $a\ge0$ and $kT>0$, show that $\int_0^\infty w\,de$ and $\int_0^\infty e\,w\,de$ are finite.

Take $n=0$ and $n=1$ in (e).

```lean
lemma integrable_zero_one {a kT : ℝ} (ha : 0 ≤ a) (hT : 0 < kT) :
    IntegrableOn (weight a kT) (Ioi 0) ∧
      IntegrableOn (fun e => e * weight a kT e) (Ioi 0) :=
  ⟨by simpa using moment_integrable ha hT 0, by simpa using moment_integrable ha hT 1⟩
```

### (h) The normalisation

Under the same conditions, show that $Z>0$.

Apply (f) to $w$, using (c) and (g).

```lean
lemma partition_pos {a kT : ℝ} (ha : 0 ≤ a) (hT : 0 < kT) :
    0 < ∫ e in Ioi (0 : ℝ), weight a kT e :=
  integral_pos_of_pos (integrable_zero_one ha hT).1 fun _ he => weight_pos kT ha he
```

### (i) Strict monotonicity of the mean

For $a\ge0$ and $kT>0$, let $f<g$ on $e>0$, with $fw$ and $gw$ integrable. Show that $\langle f\rangle<\langle g\rangle$.

By (f), $\int_0^\infty(g-f)w\,de>0$. Split the integral and divide by $Z$.

```lean
lemma thermalMean_lt {a kT : ℝ} (ha : 0 ≤ a) (hT : 0 < kT) {f g : ℝ → ℝ}
    (hf : IntegrableOn (fun e => f e * weight a kT e) (Ioi 0))
    (hg : IntegrableOn (fun e => g e * weight a kT e) (Ioi 0))
    (h : ∀ e, 0 < e → f e < g e) : thermalMean a kT f < thermalMean a kT g := by
  have hp : 0 < ∫ e in Ioi (0 : ℝ), (g e * weight a kT e - f e * weight a kT e) :=
    integral_pos_of_pos (Integrable.sub hg hf) fun e he =>
      sub_pos.mpr (mul_lt_mul_of_pos_right (h e he) (weight_pos kT ha he))
  rw [integral_sub hg hf] at hp
  exact div_lt_div_of_pos_right (sub_pos.mp hp) (partition_pos ha hT)
```

### (j) Affine functions

For $a\ge0$ and $kT>0$, show that $(ce+d)w$ is integrable and $\langle ce+d\rangle=cU+d$ for real $c,d$.

This is linearity of the integral, with $Z/Z=1$.

```lean
lemma affine_mean {a kT : ℝ} (ha : 0 ≤ a) (hT : 0 < kT) (c d : ℝ) :
    IntegrableOn (fun e => (c * e + d) * weight a kT e) (Ioi 0) ∧
      thermalMean a kT (fun e => c * e + d) = c * meanEnergy a kT + d := by
  obtain ⟨h0, h1⟩ := integrable_zero_one ha hT
  have hfun : (fun e => (c * e + d) * weight a kT e)
      = fun e => c * (e * weight a kT e) + d * weight a kT e := by
    ext e
    ring
  refine ⟨by rw [hfun]; exact Integrable.add (h1.const_mul c) (h0.const_mul d), ?_⟩
  simp only [meanEnergy, thermalMean]
  rw [hfun, integral_add (h1.const_mul c) (h0.const_mul d), integral_const_mul,
    integral_const_mul, add_div, mul_div_assoc, mul_div_assoc,
    div_self (partition_pos ha hT).ne', mul_one]
```

### (k) Cancelling the slope

For $a\ge0$ and $e>0$, show that $s\,w=2\gamma^{3/2}\exp(-e/kT)$.

The factor $1+2ae$ in $w$ cancels the denominator of $s$. Lean writes $\gamma^{3/2}$ as $\gamma\sqrt\gamma$.

```lean
lemma velocity_weight {a e : ℝ} (kT : ℝ) (ha : 0 ≤ a) (he : 0 < e) :
    momentumVelocity a e * weight a kT e
      = 2 * (kane a e * Real.sqrt (kane a e) * Real.exp (-e / kT)) := by
  have hg : 1 + 2 * a * e ≠ 0 := by positivity
  unfold momentumVelocity weight
  rw [div_mul_eq_mul_div, div_eq_iff hg]
  ring
```

### (l) Convergence of the mean of $pv$

Show that $s\,w$ is integrable for $a\ge0$ and $kT>0$.

From $\gamma\le e(1+2ae)$ follows $0\le s\le2e$, so $2e\,w$ dominates.

```lean
lemma velocity_integrable {a kT : ℝ} (ha : 0 ≤ a) (hT : 0 < kT) :
    IntegrableOn (fun e => momentumVelocity a e * weight a kT e) (Ioi 0) := by
  refine Integrable.mono' ((integrable_zero_one ha hT).2.const_mul 2)
    (by unfold momentumVelocity weight kane; fun_prop :
      Measurable fun e => momentumVelocity a e * weight a kT e).aestronglyMeasurable
    (ae_restrict_of_forall_mem measurableSet_Ioi fun e he => ?_)
  have he' : 0 < e := he
  have hw := weight_pos kT ha he'
  have h0 : 0 ≤ momentumVelocity a e := by unfold momentumVelocity kane; positivity
  have h2 : momentumVelocity a e ≤ 2 * e := by
    unfold momentumVelocity kane
    rw [div_le_iff₀ (by positivity)]
    nlinarith [mul_nonneg ha (sq_nonneg e)]
  refine (Real.norm_of_nonneg (mul_nonneg h0 hw.le)).trans_le ?_
  have h3 := mul_le_mul_of_nonneg_right h2 hw.le
  linarith
```

### (m) Equipartition

For $a\ge0$ and $kT>0$, show that $\langle s\rangle=3kT$.

Let $G=\gamma^{3/2}\exp(-e/kT)$. By (a) and (k),
$$G'=\tfrac32\,w-\frac{1}{2kT}\,s\,w .$$
$G$ vanishes at $e=0$ and at infinity, so integration gives $0=\tfrac32Z-\frac{1}{2kT}\int_0^\infty s\,w\,de$. Lean obtains the limit at infinity from the integrability of $G$ and $G'$.

```lean
/-- Equipartition in the Kane band: for `a ≥ 0` and `kT > 0`, the thermal mean of momentum
times group velocity is `3 kT`. -/
theorem equipartition {a kT : ℝ} (ha : 0 ≤ a) (hT : 0 < kT) :
    thermalMean a kT (momentumVelocity a) = 3 * kT := by
  have hw := (integrable_zero_one ha hT).1
  have hv := velocity_integrable ha hT
  -- differentiate `γ^(3/2) exp(-e/kT)`
  have hder : ∀ e ∈ Ioi (0 : ℝ), HasDerivAt
      (fun y => kane a y * Real.sqrt (kane a y) * Real.exp (-y / kT))
      (3 / 2 * weight a kT e - 1 / (2 * kT) * (momentumVelocity a e * weight a kT e)) e := by
    intro e he
    have he' : 0 < e := he
    have hk : 0 < kane a e := by unfold kane; positivity
    have hd := kane_hasDerivAt a e
    have hx : HasDerivAt (fun y : ℝ => Real.exp (-y / kT))
        (Real.exp (-e / kT) * (-1 / kT)) e :=
      ((hasDerivAt_id' e).fun_neg.div_const kT).exp
    refine ((hd.fun_mul (hd.sqrt hk.ne')).fun_mul hx).congr_deriv ?_
    have hq : kane a e * ((1 + 2 * a * e) / (2 * Real.sqrt (kane a e)))
        = (1 + 2 * a * e) / 2 * Real.sqrt (kane a e) := by
      calc _ = (1 + 2 * a * e) / 2 * (kane a e / Real.sqrt (kane a e)) := by ring
        _ = _ := by rw [Real.div_sqrt]
    rw [velocity_weight kT ha he', hq]
    unfold weight
    ring
  have hF : IntegrableOn
      (fun y => kane a y * Real.sqrt (kane a y) * Real.exp (-y / kT)) (Ioi 0) := by
    refine IntegrableOn.congr_fun (hv.const_mul (1 / 2)) (fun e he => ?_) measurableSet_Ioi
    have h := velocity_weight kT ha he
    show 1 / 2 * (momentumVelocity a e * weight a kT e) = _
    rw [h]
    ring
  have hint : IntegrableOn (fun e => 3 / 2 * weight a kT e
      - 1 / (2 * kT) * (momentumVelocity a e * weight a kT e)) (Ioi 0) :=
    Integrable.sub (hw.const_mul _) (hv.const_mul _)
  have hcont : Continuous
      (fun y => kane a y * Real.sqrt (kane a y) * Real.exp (-y / kT)) := by
    unfold kane
    fun_prop
  -- both boundary terms vanish
  have key := integral_Ioi_of_hasDerivAt_of_tendsto hcont.continuousWithinAt hder hint
    (tendsto_zero_of_hasDerivAt_of_integrableOn_Ioi hder hint hF)
  have h0 : kane a 0 = 0 := by simp [kane]
  rw [integral_sub (hw.const_mul _) (hv.const_mul _), integral_const_mul,
    integral_const_mul] at key
  simp only [h0, zero_mul, sub_zero] at key
  have hc : 2 * kT * (1 / (2 * kT)) = 1 := mul_one_div_cancel (by positivity)
  unfold thermalMean
  rw [div_eq_iff (partition_pos ha hT).ne']
  linear_combination (-(2 * kT)) * key
    - (∫ e in Ioi (0 : ℝ), momentumVelocity a e * weight a kT e) * hc
```

### (n) Bounds on the mean energy

For $a>0$ and $kT>0$, show that $\tfrac32kT<U<3kT$.

For $e>0$,
$$s-e=\frac{e}{1+2ae}>0,\qquad 2e-s=\frac{2ae^2}{1+2ae}>0 .$$
Averaging with (i), (j) and (m) gives $U<3kT<2U$. Lean writes $2e$ as `2 * e + 0` to match (j).

In a transport simulation with this band and Boltzmann carriers in equilibrium, the temperature read off as $2U/3k$ is therefore too high, by a factor below two.

```lean
/-- For `a > 0` and `kT > 0`, the mean thermal energy in a Kane band lies strictly between
`3 kT / 2` and `3 kT`. -/
theorem meanEnergy_bounds {a kT : ℝ} (ha : 0 < a) (hT : 0 < kT) :
    3 / 2 * kT < meanEnergy a kT ∧ meanEnergy a kT < 3 * kT := by
  have hv := velocity_integrable ha.le hT
  obtain ⟨hi, hm⟩ := affine_mean ha.le hT 2 0
  -- pointwise, `e < p v < 2 e`
  have hlow : ∀ e, 0 < e → e < momentumVelocity a e := by
    intro e he
    unfold momentumVelocity kane
    rw [lt_div_iff₀ (by positivity)]
    nlinarith
  have hupp : ∀ e, 0 < e → momentumVelocity a e < 2 * e + 0 := by
    intro e he
    unfold momentumVelocity kane
    rw [div_lt_iff₀ (by positivity)]
    nlinarith [mul_pos ha (mul_pos he he)]
  have h1 := thermalMean_lt ha.le hT (f := fun e => e) (integrable_zero_one ha.le hT).2 hv hlow
  have h2 := thermalMean_lt ha.le hT (g := fun e => 2 * e + 0) hv hi hupp
  rw [equipartition ha.le hT] at h1 h2
  rw [hm] at h2
  exact ⟨by linarith, h1⟩
```

### (o) The parabolic band

For $a=0$ and $kT>0$, show that $U=\tfrac32kT$.

Now $s=2e$, so (m) reads $2U=3kT$.

```lean
/-- In the parabolic band, `a = 0`, the mean thermal energy is `3 kT / 2` for `kT > 0`. -/
theorem meanEnergy_parabolic {kT : ℝ} (hT : 0 < kT) : meanEnergy 0 kT = 3 / 2 * kT := by
  have h := equipartition le_rfl hT
  have hf : momentumVelocity 0 = fun e => 2 * e + 0 := by
    ext e
    simp [momentumVelocity, kane]
  rw [hf, (affine_mean le_rfl hT 2 0).2] at h
  linarith
```

### (p) Distance from the upper bound

For $a>0$ and $kT>0$, show that $U>3kT-\dfrac{1}{2a}$.

Average the inequality
$$e+\frac1{2a}-s=\frac{1}{2a(1+2ae)}>0 .$$

```lean
/-- For `a > 0` and `kT > 0`, the mean thermal energy is greater than `3 kT - 1 / (2 a)`. -/
theorem meanEnergy_gt {a kT : ℝ} (ha : 0 < a) (hT : 0 < kT) :
    3 * kT - 1 / (2 * a) < meanEnergy a kT := by
  obtain ⟨hi, hm⟩ := affine_mean ha.le hT 1 (1 / (2 * a))
  have hupp : ∀ e, 0 < e → momentumVelocity a e < 1 * e + 1 / (2 * a) := by
    intro e he
    unfold momentumVelocity kane
    rw [div_lt_iff₀ (by positivity)]
    have hc : 1 / (2 * a) * (2 * a) = 1 := one_div_mul_cancel (by positivity)
    have hx : (1 * e + 1 / (2 * a)) * (1 + 2 * a * e)
        = 2 * (e * (1 + a * e)) + 1 / (2 * a) := by
      linear_combination e * hc
    have hp : 0 < 1 / (2 * a) := by positivity
    rw [hx]
    linarith
  have h := thermalMean_lt ha.le hT (g := fun e => 1 * e + 1 / (2 * a))
    (velocity_integrable ha.le hT) hi hupp
  rw [equipartition ha.le hT, hm] at h
  linarith
```

### (q) Strong nonparabolicity

At fixed $kT>0$, show that $U\to3kT$ as $a\to\infty$.

Parts (n) and (p) squeeze $U$ between $3kT-1/(2a)$ and $3kT$, so no smaller upper constant serves for every $a$. For $ae\gg1$ the relation $\gamma\approx ae^2$ makes $p$ proportional to $e$, which is the linear dispersion of the title.

```lean
/-- At fixed `kT > 0`, the mean thermal energy tends to `3 kT` as the nonparabolicity `a`
grows without bound. -/
theorem meanEnergy_tendsto {kT : ℝ} (hT : 0 < kT) :
    Tendsto (fun a => meanEnergy a kT) atTop (𝓝 (3 * kT)) := by
  have h : Tendsto (fun a : ℝ => 3 * kT - 1 / 2 * a⁻¹) atTop
      (𝓝 (3 * kT - 1 / 2 * 0)) :=
    (tendsto_inv_atTop_zero.const_mul (1 / 2 : ℝ)).const_sub (3 * kT)
  rw [mul_zero, sub_zero] at h
  refine tendsto_of_tendsto_of_tendsto_of_le_of_le' h tendsto_const_nhds
    ((eventually_gt_atTop 0).mono fun a ha => ?_)
    ((eventually_gt_atTop 0).mono fun a ha => (meanEnergy_bounds ha hT).2.le)
  have h1 := meanEnergy_gt ha hT
  have h2 : 1 / (2 * a) = 1 / 2 * a⁻¹ := by ring
  rw [h2] at h1
  exact h1.le

end

end KaneBand
```

```lean
#print axioms KaneBand.momentum_mul_velocity
#print axioms KaneBand.meanEnergy_parabolic
#print axioms KaneBand.meanEnergy_tendsto
```

```
'KaneBand.momentum_mul_velocity' depends on axioms: [propext, Classical.choice, Quot.sound]
'KaneBand.meanEnergy_parabolic' depends on axioms: [propext, Classical.choice, Quot.sound]
'KaneBand.meanEnergy_tendsto' depends on axioms: [propext, Classical.choice, Quot.sound]
```
